# Electron–hole symmetry of LS term lists in a subshell

Let i label D spin-orbitals, each with an integer weight w(i) = (m_l, 2m_s). Doubling the spin projection keeps both entries integral. A microstate of N electrons is a set s of N distinct spin-orbitals, and its weight is the sum of w(i) over s. Write n_N(g) for the number of N-electron microstates of weight g = (M_L, 2M_S).

A term is a pair (L, 2S). It has one state at each weight with |M_L| ≤ L and |M_S| ≤ S, both in unit steps. A multiset of terms is a term list for N electrons if, at every g, exactly n_N(g) of its terms have a state there.

Suppose a permutation σ of the spin-orbitals reverses every weight: w(σ(i)) = −w(i). In a subshell, σ reverses m_l and m_s together. Then, for N ≤ D, N electrons and D − N electrons have equal microstate tables and hence the same term lists.

## Complements, reversal and second differences

Let W be the sum of all D weights. If s has N elements and weight g, its complement has D − N elements and weight W − g. Taking the complement twice restores s, so

n_N(g) = n_{D−N}(W − g).

Applying σ to every electron sends distinct microstates to distinct microstates and g to −g. Thus n_N(g) ≤ n_N(−g). The same inequality at −g gives the converse, so n_N(g) = n_N(−g).

Since σ only reorders the sum over all spin-orbitals,

W = Σ_i w(σ(i)) = −W,

so 2W = 0 and W = 0. Combining the three results,

n_N(g) = n_N(−g) = n_{D−N}(W + g) = n_{D−N}(g).

The table also fixes the terms. For L, 2S ≥ 0, a term (a, b) has a state at (L, 2S) when a ≥ L, b ≥ 2S and b − 2S is even. Subtracting the count at L + 1 leaves a = L; subtracting the count at 2S + 2 leaves b = 2S. The number of times (L, 2S) occurs in the term list is therefore

n_N(L, 2S) − n_N(L+1, 2S) − n_N(L, 2S+2) + n_N(L+1, 2S+2).

A program that tabulates microstates can read off terms this way. For p² at (0, 0) it gives 3 − 2 − 1 + 1 = 1, the single ¹S. For d⁸ it can enumerate the two holes instead of the eight electrons.

## Microstates and terms in Lean

The finite type `ι` labels the spin-orbitals, and D is `Fintype.card ι`.

```lean
import Mathlib

open Finset

namespace ElectronHoleTerms

variable {ι : Type*} [Fintype ι]
```

`microstates w N g` is n_N(g). Using sets builds in the Pauli principle.

```lean
/-- The number of ways to place `N` electrons in distinct spin-orbitals with weights `w`
so that the total weight is `g`. -/
def microstates (w : ι → ℤ × ℤ) (N : ℕ) (g : ℤ × ℤ) : ℕ :=
  ((univ.powersetCard N).filter fun s => ∑ i ∈ s, w i = g).card
```

The last condition in `InTerm` enforces unit steps in M_S.

```lean
/-- The term `t = (L, 2S)` has a state of weight `g = (M_L, 2M_S)`: `M_L` lies between `-L`
and `L`, and `M_S` lies between `-S` and `S` at an integer distance from `S`. -/
abbrev InTerm (t : ℕ × ℕ) (g : ℤ × ℤ) : Prop :=
  -(t.1 : ℤ) ≤ g.1 ∧ g.1 ≤ t.1 ∧ -(t.2 : ℤ) ≤ g.2 ∧ g.2 ≤ t.2 ∧ ((t.2 : ℤ) - g.2) % 2 = 0
```

`IsTermList` is a counting condition, with no angular momentum operators or energies. For arbitrary weights, a term list need not exist.

```lean
/-- The multiset `T` of terms `(L, 2S)` accounts for the microstates of `N` electrons:
at every weight, the number of microstates is the number of terms with a state there. -/
def IsTermList (w : ι → ℤ × ℤ) (N : ℕ) (T : Multiset (ℕ × ℕ)) : Prop :=
  ∀ g, microstates w N g = T.countP fun t => InTerm t g
```

## Symmetry of the microstate table

The complement serves as the map in both directions of the bijection. `Finset.sum_add_sum_compl` supplies the weight balance.

```lean
/-- With `D` spin-orbitals and `N ≤ D`, the number of `N`-electron microstates of weight `g` equals
the number of `(D - N)`-electron microstates whose weight is that of the full shell minus `g`. -/
theorem microstates_compl (w : ι → ℤ × ℤ) {N : ℕ} (hN : N ≤ Fintype.card ι) (g : ℤ × ℤ) :
    microstates w N g = microstates w (Fintype.card ι - N) (∑ i, w i - g) := by
  classical
  unfold microstates
  refine Finset.card_bij' (fun s _ => sᶜ) (fun s _ => sᶜ) ?_ ?_ ?_ ?_
  · intro s hs
    simp only [mem_filter, mem_powersetCard_univ] at hs ⊢
    have h := Finset.sum_add_sum_compl s w
    exact ⟨by rw [card_compl, hs.1], by linear_combination h - hs.2⟩
  · intro s hs
    simp only [mem_filter, mem_powersetCard_univ] at hs ⊢
    have h := Finset.sum_add_sum_compl s w
    exact ⟨by rw [card_compl, hs.1]; omega, by linear_combination h - hs.2⟩
  · intro s _
    exact compl_compl s
  · intro s _
    exact compl_compl s
```

Here `le` is the inequality obtained by moving every electron with σ; using it at g and −g gives equality. σ need not be an involution.

```lean
/-- If a permutation of the spin-orbitals reverses every weight, then the weights `g` and `-g`
have equally many microstates. -/
theorem microstates_neg {w : ι → ℤ × ℤ} (σ : Equiv.Perm ι) (hσ : ∀ i, w (σ i) = -w i)
    (N : ℕ) (g : ℤ × ℤ) : microstates w N g = microstates w N (-g) := by
  -- moving every electron by `σ` is injective and reverses the total weight
  have le : ∀ g, microstates w N g ≤ microstates w N (-g) := by
    intro g
    unfold microstates
    refine Finset.card_le_card_of_injOn (fun s => s.map σ.toEmbedding) ?_
      (Finset.map_injective _).injOn
    intro s hs
    simp only [Finset.mem_coe, mem_filter, mem_powersetCard_univ] at hs ⊢
    refine ⟨by rw [card_map]; exact hs.1, ?_⟩
    rw [sum_map]
    simp [hσ, hs.2]
  have h := le (-g)
  rw [neg_neg] at h
  exact le_antisymm (le g) h
```

`Equiv.sum_comp` reorders the sum, and `omega` solves W = −W in each component.

```lean
/-- If a permutation of the spin-orbitals reverses every weight, the full shell has
weight zero. -/
theorem full_shell_weight {w : ι → ℤ × ℤ} (σ : Equiv.Perm ι) (hσ : ∀ i, w (σ i) = -w i) :
    ∑ i, w i = 0 := by
  have h : ∑ i, w i = -∑ i, w i := by
    calc ∑ i, w i = ∑ i, w (σ i) := (Equiv.sum_comp σ w).symm
      _ = -∑ i, w i := by simp only [hσ, sum_neg_distrib]
  have h1 := congrArg Prod.fst h
  have h2 := congrArg Prod.snd h
  rw [Prod.fst_neg] at h1
  rw [Prod.snd_neg] at h2
  refine Prod.ext ?_ ?_
  · show (∑ i, w i).1 = 0
    omega
  · show (∑ i, w i).2 = 0
    omega
```

The three results now combine as in the derivation.

```lean
/-- Electron-hole symmetry of the microstate table: if a permutation of the `D` spin-orbitals
reverses every weight, `N ≤ D` electrons and `D - N` electrons have equally many microstates
of each weight. -/
theorem microstates_electron_hole {w : ι → ℤ × ℤ} (σ : Equiv.Perm ι)
    (hσ : ∀ i, w (σ i) = -w i) {N : ℕ} (hN : N ≤ Fintype.card ι) (g : ℤ × ℤ) :
    microstates w N g = microstates w (Fintype.card ι - N) g := by
  have h := microstates_compl w hN (-g)
  rw [full_shell_weight σ hσ, zero_sub, neg_neg] at h
  exact (microstates_neg σ hσ N g).trans h
```

## From the table to the terms

In the next two proofs the Lean variable `S` holds the doubled spin 2S. The multiplicity of a term in a list is the number of times it occurs there, not the spin multiplicity 2S + 1. Induction adds one term at a time, and `key` checks the second difference for that term.

```lean
/-- The multiplicity of the term `(L, 2S)` in a term list is a second difference of the
microstate table. -/
theorem count_term {w : ι → ℤ × ℤ} {N : ℕ} {T : Multiset (ℕ × ℕ)} (h : IsTermList w N T)
    (L S : ℕ) : (T.count (L, S) : ℤ) =
      microstates w N (L, S) - microstates w N (L + 1, S)
        - microstates w N (L, S + 2) + microstates w N (L + 1, S + 2) := by
  rw [h, h, h, h]
  clear h
  induction T using Multiset.induction_on with
  | empty => simp
  | cons t T ih =>
    obtain ⟨a, b⟩ := t
    -- the second difference of one rectangle is concentrated at its corner
    have key : ((if (L, S) = (a, b) then 1 else 0 : ℕ) : ℤ) =
        ((if InTerm (a, b) (L, S) then 1 else 0 : ℕ) : ℤ)
        - ((if InTerm (a, b) (L + 1, S) then 1 else 0 : ℕ) : ℤ)
        - ((if InTerm (a, b) (L, S + 2) then 1 else 0 : ℕ) : ℤ)
        + ((if InTerm (a, b) (L + 1, S + 2) then 1 else 0 : ℕ) : ℤ) := by
      simp only [InTerm, Prod.mk.injEq]
      split_ifs <;> omega
    simp only [Multiset.countP_cons, Multiset.count_cons, Nat.cast_add]
    linear_combination ih + key
```

Equal tables make each term occur equally often, so any two term lists, one for N electrons and one for D − N, coincide.

```lean
/-- Electrons and holes have identical term lists: if a permutation of the `D` spin-orbitals
reverses every weight and `N ≤ D`, any term list of `N` electrons equals any term list of
`D - N` electrons. -/
theorem term_lists_eq {w : ι → ℤ × ℤ} (σ : Equiv.Perm ι) (hσ : ∀ i, w (σ i) = -w i)
    {N : ℕ} (hN : N ≤ Fintype.card ι) {T T' : Multiset (ℕ × ℕ)}
    (hT : IsTermList w N T) (hT' : IsTermList w (Fintype.card ι - N) T') : T = T' := by
  refine Multiset.ext.mpr ?_
  rintro ⟨L, S⟩
  have h1 := count_term hT L S
  have h2 := count_term hT' L S
  simp only [← microstates_electron_hole σ hσ hN] at h2
  exact_mod_cast h1.trans h2.symm
```

## Subshells, p² and p⁴

The orbital index runs from 0 to 2l, so subtracting l gives m_l; `true` means spin up.

```lean
/-- The weights `(m, 2m_s)` of the spin-orbitals in a subshell of angular momentum `l`. -/
def shellWeight (l : ℕ) (p : Fin (2 * l + 1) × Bool) : ℤ × ℤ :=
  (((p.1 : ℕ) : ℤ) - l, if p.2 then 1 else -1)
```

Here σ reverses the orbital index and flips the spin. The equivalence lets term tables for a single LS-coupled subshell stop at half filling. In the smallest case, l = 0, it pairs the empty s shell with s², both ¹S, while s¹ is its own partner.

```lean
/-- In a subshell of angular momentum `l`, the term lists of `N ≤ 4l + 2` electrons are
exactly those of `4l + 2 - N` electrons. -/
theorem subshell_electron_hole (l : ℕ) {N : ℕ} (hN : N ≤ 4 * l + 2)
    (T : Multiset (ℕ × ℕ)) :
    IsTermList (shellWeight l) N T ↔ IsTermList (shellWeight l) (4 * l + 2 - N) T := by
  have hc : Fintype.card (Fin (2 * l + 1) × Bool) = 4 * l + 2 := by
    rw [Fintype.card_prod, Fintype.card_fin, Fintype.card_bool]
    ring
  -- reverse the orbital projection and flip the spin
  have hσ : ∀ p, shellWeight l ((Equiv.prodCongr Fin.revPerm Equiv.boolNot) p)
      = -shellWeight l p := by
    rintro ⟨m, s⟩
    refine Prod.ext ?_ ?_
    · show (((Fin.rev m : Fin (2 * l + 1)) : ℕ) : ℤ) - l = -(((m : ℕ) : ℤ) - l)
      have hm := m.isLt
      rw [Fin.val_rev]
      omega
    · show (if (!s) = true then (1 : ℤ) else -1) = -(if s = true then (1 : ℤ) else -1)
      cases s <;> simp
  have h := microstates_electron_hole _ hσ (hN.trans_eq hc.symm)
  rw [hc] at h
  unfold IsTermList
  simp only [h]
```

For p², direct evaluation checks every weight in a finite box, and outside it both counts vanish. The p⁴ list then follows by symmetry.

```lean
/-- The configurations p² and p⁴ both have the term list ³P, ¹D, ¹S, written as
pairs `(L, 2S)`. -/
theorem p_two_p_four :
    IsTermList (shellWeight 1) 2 {(1, 2), (2, 0), (0, 0)} ∧
      IsTermList (shellWeight 1) 4 {(1, 2), (2, 0), (0, 0)} := by
  have h2 : IsTermList (shellWeight 1) 2 {(1, 2), (2, 0), (0, 0)} := by
    intro g
    by_cases hg : g ∈ Finset.Icc (-2 : ℤ) 2 ×ˢ Finset.Icc (-2 : ℤ) 2
    · revert g
      decide +kernel
    · -- outside this box there are neither microstates nor term components
      have hm : ∀ s ∈ (univ : Finset (Fin (2 * 1 + 1) × Bool)).powersetCard 2,
          ∑ i ∈ s, shellWeight 1 i ∈ Finset.Icc (-2 : ℤ) 2 ×ˢ Finset.Icc (-2 : ℤ) 2 := by
        decide +kernel
      have h0 : microstates (shellWeight 1) 2 g = 0 :=
        Finset.card_eq_zero.mpr
          (Finset.filter_eq_empty_iff.mpr fun s hs h => hg (h ▸ hm s hs))
      rw [h0]
      symm
      refine Multiset.countP_eq_zero.mpr ?_
      intro t ht hin
      apply hg
      simp only [Multiset.insert_eq_cons, Multiset.mem_cons, Multiset.mem_singleton] at ht
      rcases ht with rfl | rfl | rfl <;>
        simp only [InTerm, Finset.mem_product, Finset.mem_Icc] at hin ⊢ <;> omega
  exact ⟨h2, (subshell_electron_hole 1 (by norm_num) _).mp h2⟩
```

Without weight reversal the symmetry can fail. Take a single label of weight (1, 0). This is a purely formal example, since an electron has 2m_s = ±1. The empty configuration has one microstate at weight zero and the filled one has none.

```lean
/-- For a single formal label of weight `(1, 0)`, the empty and the filled configuration have
different numbers of microstates of weight zero. -/
theorem unpaired_orbital_breaks_symmetry :
    microstates (fun _ : Fin 1 => ((1, 0) : ℤ × ℤ)) 0 (0, 0) ≠
      microstates (fun _ : Fin 1 => ((1, 0) : ℤ × ℤ)) 1 (0, 0) := by
  decide +kernel

end ElectronHoleTerms
```

```lean
#print axioms ElectronHoleTerms.term_lists_eq
#print axioms ElectronHoleTerms.subshell_electron_hole
#print axioms ElectronHoleTerms.p_two_p_four
#print axioms ElectronHoleTerms.unpaired_orbital_breaks_symmetry
```

```
'ElectronHoleTerms.term_lists_eq' depends on axioms: [propext, Classical.choice, Quot.sound]
'ElectronHoleTerms.subshell_electron_hole' depends on axioms: [propext, Classical.choice, Quot.sound]
'ElectronHoleTerms.p_two_p_four' depends on axioms: [propext, Classical.choice, Quot.sound]
'ElectronHoleTerms.unpaired_orbital_breaks_symmetry' depends on axioms: [propext, Classical.choice, Quot.sound]
```
